# A Galilean phase makes a carried orbital an exact solution in a uniformly moving potential

Let $f$ be a twice differentiable orbital with $-f''/2+Vf=ef$ on the real line, where $V$, $e$ and $v$ are real and $\hbar=m=1$. When the potential moves as $V(x-vt)$, the function

$$f(x-vt)\,e^{i(vx-v^2t/2-et)}$$

solves the time-dependent Schrödinger equation. With only the phase $e^{-iet}$, the carried orbital $u$ leaves the residual $iu_t-Hu=-iv\,f'(x-vt)\,e^{-iet}$, where $H$ is the Hamiltonian with the moving potential. If $|f|$ is not constant, no other plane-wave factor $e^{i(kx-\omega t)}$ gives a solution.

A gradient term of this kind also appears when atom-centred functions follow moving nuclei in time-dependent electronic structure calculations. The model here is one electron in one dimension, with a rigid potential at constant velocity.

```lean
import Mathlib

open Complex (I)

namespace MovingOrbital

noncomputable section
```

## The orbital and its moving Hamiltonian

The orbital is complex-valued and satisfies the stationary equation at every point. Neither normalisation nor decay is required. Continuity of $V$ is not assumed, but a second derivative at every point rules out an orbital that is nonzero where $V$ jumps, such as the ground state of a finite square well. The two differentiability fields matter because Lean's `deriv` returns zero where no derivative exists.

```lean
/-- A twice differentiable orbital `f` obeying the stationary Schrödinger equation
`-f''/2 + V f = e f` on the real line. -/
structure IsOrbital (V : ℝ → ℝ) (e : ℝ) (f : ℝ → ℂ) : Prop where
  diff : Differentiable ℝ f
  diff_deriv : Differentiable ℝ (deriv f)
  stationary : ∀ y, -(1 / 2) * deriv (deriv f) y + V y * f y = e * f y
```

At time $t$ the Hamiltonian acts on a function of position as $H\psi=-\psi''/2+V(x-vt)\psi$.

```lean
/-- The Hamiltonian `-∂²/2 + V(x - vt)` of a potential carried along at velocity `v`. -/
def hamiltonian (V : ℝ → ℝ) (v t : ℝ) (ψ : ℝ → ℂ) (x : ℝ) : ℂ :=
  -(1 / 2) * deriv (deriv ψ) x + V (x - v * t) * ψ x
```

The residual of a wavefunction $u(x,t)$ is $i u_t-Hu$. It vanishes at every $x$ and $t$ when a sufficiently differentiable $u$ solves the equation.

```lean
/-- The residual `i u_t - H u` of a wavefunction `u(x,t)` in the moving potential. -/
def residual (V : ℝ → ℝ) (v : ℝ) (u : ℝ → ℝ → ℂ) (x t : ℝ) : ℂ :=
  I * deriv (fun s => u x s) t - hamiltonian V v t (fun y => u y t) x
```

To treat both phases together, take real $k$ and $\omega$ and set $u=f(y)E$, with $y=x-vt$ and $E=e^{i(kx-\omega t)}$.

```lean
/-- The carried orbital `f(x - vt)` times a plane-wave factor `exp(i(kx - ωt))`. -/
def dressed (f : ℝ → ℂ) (v k ω x t : ℝ) : ℂ :=
  f (x - v * t) * Complex.exp (I * (k * x - ω * t))
```

## Differentiating the carried orbital

The product rule in space gives

$$u_x=\bigl(f'(y)+ik f(y)\bigr)E.$$

The lemma holds for any differentiable $g$, so it can be applied to $f$ and then to $f'$.

```lean
/-- The spatial derivative of a dressed differentiable function: the plane wave adds `ik`. -/
theorem dressed_space {g : ℝ → ℂ} (hg : Differentiable ℝ g) (v k ω x t : ℝ) :
    HasDerivAt (fun y => dressed g v k ω y t)
      (dressed (deriv g) v k ω x t + I * k * dressed g v k ω x t) x := by
  have h0 : HasDerivAt (fun y : ℝ => (y : ℂ)) 1 x := by
    simpa using (hasDerivAt_id' x).ofReal_comp
  have hE := (((h0.const_mul (k : ℂ)).sub_const ((ω : ℂ) * t)).const_mul I).cexp
  have hs : HasDerivAt (fun y => g (y - v * t)) (deriv g (x - v * t)) x :=
    (hg (x - v * t)).hasDerivAt.comp_sub_const x (v * t)
  simp only [dressed]
  exact (hs.fun_mul hE).congr_deriv (by ring)
```

In time, the chain rule contributes $-v$ from $y=x-vt$:

$$u_t=\bigl(-v f'(y)-i\omega f(y)\bigr)E.$$

```lean
/-- The time derivative of a dressed differentiable function: transport at velocity `v`
and phase rotation at frequency `ω`. -/
theorem dressed_time {g : ℝ → ℂ} (hg : Differentiable ℝ g) (v k ω x t : ℝ) :
    HasDerivAt (fun s => dressed g v k ω x s)
      (-v * dressed (deriv g) v k ω x t - I * ω * dressed g v k ω x t) t := by
  have h0 : HasDerivAt (fun s : ℝ => (s : ℂ)) 1 t := by
    simpa using (hasDerivAt_id' t).ofReal_comp
  have hE := (((h0.const_mul (ω : ℂ)).const_sub ((k : ℂ) * x)).const_mul I).cexp
  have hin : HasDerivAt (fun s : ℝ => x - v * s) (-v) t :=
    (((hasDerivAt_id' t).const_mul v).const_sub x).congr_deriv (by ring)
  have hs : HasDerivAt (fun s => g (x - v * s)) ((-v) • deriv g (x - v * t)) t :=
    HasDerivAt.scomp t (hg (x - v * t)).hasDerivAt hin
  simp only [dressed]
  exact (hs.fun_mul hE).congr_deriv (by rw [Complex.real_smul]; push_cast; ring)
```

Using the spatial rule twice gives $u_{xx}=(f''+2ikf'-k^2f)E$, with $f$ and its derivatives taken at $y$. Therefore

$$iu_t-Hu=\Bigl[-ivf'+\omega f+\tfrac12f''+ikf'-\tfrac{k^2}{2}f-Vf\Bigr]E.$$

The stationary equation at $y$ replaces $\tfrac12f''-Vf$ by $-ef$, leaving

$$iu_t-Hu=\bigl[i(k-v)f'+(\omega-k^2/2-e)f\bigr]E.$$

The proof turns on `linear_combination`, which takes known equations with chosen coefficients and leaves `ring` to confirm that they yield the goal. The stationary equation enters with coefficient $-E$. Since `ring` treats `I` as an ordinary symbol, $i^2=-1$ must be supplied too, through `Complex.I_sq` with coefficient $(k^2/2-\omega)fE$.

```lean
/-- For an orbital of energy `e`, the residual of its dressed, carried form has a gradient part
proportional to `k - v` and a part proportional to `ω - k²/2 - e`. -/
theorem residual_dressed {V : ℝ → ℝ} {e : ℝ} {f : ℝ → ℂ} (h : IsOrbital V e f)
    (v k ω x t : ℝ) :
    residual V v (dressed f v k ω) x t =
      I * (k - v) * dressed (deriv f) v k ω x t
        + (ω - k ^ 2 / 2 - e) * dressed f v k ω x t := by
  have d1 : deriv (fun y => dressed f v k ω y t) =
      fun y => dressed (deriv f) v k ω y t + I * k * dressed f v k ω y t :=
    funext fun y => (dressed_space h.diff v k ω y t).deriv
  have d2 := ((dressed_space h.diff_deriv v k ω x t).fun_add
    ((dressed_space h.diff v k ω x t).const_mul (I * k))).deriv
  unfold residual hamiltonian
  rw [(dressed_time h.diff v k ω x t).deriv, d1, d2]
  simp only [dressed]
  -- insert the stationary equation at the co-moving point
  linear_combination
    (-Complex.exp (I * (k * x - ω * t))) * h.stationary (x - v * t)
      + ((k : ℂ) ^ 2 / 2 - ω) * (f (x - v * t) * Complex.exp (I * (k * x - ω * t)))
        * Complex.I_sq
```

## With and without the boost phase

Setting $k=v$ and $\omega=e+v^2/2$ makes both brackets vanish. The sign of the kinetic phase is easily lost when changing coordinates: $vx-v^2t/2$ equals $v(x-vt)+v^2t/2$, so the sign flips when the boost is written in the co-moving coordinate.

```lean
/-- An orbital of energy `e`, carried at velocity `v` with the phase
`exp(i(vx - v²t/2 - et))`, solves the Schrödinger equation of the moving potential. -/
theorem carried_orbital_solves {V : ℝ → ℝ} {e : ℝ} {f : ℝ → ℂ} (h : IsOrbital V e f)
    (v x t : ℝ) :
    residual V v (fun x t => f (x - v * t) *
      Complex.exp (I * (v * x - v ^ 2 * t / 2 - e * t))) x t = 0 := by
  have hu : (fun x t : ℝ => f (x - v * t) *
      Complex.exp (I * (v * x - v ^ 2 * t / 2 - e * t))) = dressed f v v (e + v ^ 2 / 2) := by
    funext x t
    simp only [dressed]
    congr 2
    push_cast
    ring
  rw [hu, residual_dressed h]
  push_cast
  ring
```

Setting $k=0$ and $\omega=e$ removes the second bracket but leaves $-ivf'(y)e^{-iet}$. The theorem names call this term drag because the orbital is carried along; it describes no friction.

```lean
/-- An orbital of energy `e`, carried at velocity `v` with only the phase `exp(-iet)`,
leaves the residual `-iv f'(x - vt) exp(-iet)`. -/
theorem drag_residual {V : ℝ → ℝ} {e : ℝ} {f : ℝ → ℂ} (h : IsOrbital V e f) (v x t : ℝ) :
    residual V v (fun x t => f (x - v * t) * Complex.exp (-I * e * t)) x t =
      -I * v * deriv f (x - v * t) * Complex.exp (-I * e * t) := by
  have hE : ∀ x t : ℝ, I * (((0 : ℝ) : ℂ) * x - e * t) = -I * e * t := by
    intro x t
    push_cast
    ring
  have hu : (fun x t : ℝ => f (x - v * t) * Complex.exp (-I * e * t)) = dressed f v 0 e := by
    funext x t
    simp only [dressed, hE]
  rw [hu, residual_dressed h]
  simp only [dressed, hE]
  push_cast
  ring
```

This term vanishes everywhere exactly when $v=0$ or $f'=0$ everywhere, and the latter means that $f$ is constant. For the forward direction, the proof evaluates the residual at $t=0$ and cancels $v\neq0$.

```lean
/-- The carried orbital with only the phase `exp(-iet)` solves the moving problem exactly when
the velocity is zero or the orbital is constant in space. -/
theorem drag_vanishes_iff {V : ℝ → ℝ} {e : ℝ} {f : ℝ → ℂ} (h : IsOrbital V e f) (v : ℝ) :
    (∀ x t, residual V v (fun x t => f (x - v * t) * Complex.exp (-I * e * t)) x t = 0) ↔
      v = 0 ∨ ∀ y, f y = f 0 := by
  simp only [drag_residual h]
  constructor
  · intro H
    by_cases hv : v = 0
    · exact Or.inl hv
    · have hd : ∀ y, deriv f y = 0 := fun y => by simpa [hv] using H y 0
      exact Or.inr fun y => is_const_of_deriv_eq_zero h.diff hd y 0
  · rintro (hv | hc) x t
    · simp [hv]
    · have hf : f = fun _ => f 0 := funext hc
      have hd : deriv f (x - v * t) = 0 := by
        rw [hf]
        exact deriv_const _ _
      rw [hd]
      ring
```

## Uniqueness of the plane-wave factor

Suppose the residual vanishes everywhere. At $t=0$, cancelling the exponential gives

$$i(k-v)f'(y)+(\omega-k^2/2-e)f(y)=0.$$

If $k\ne v$, put $\kappa=(\omega-k^2/2-e)/(k-v)$, which is real. Then $f'=i\kappa f$, so $(fe^{-i\kappa y})'=0$ and $|f|$ is constant, a contradiction. Lean expresses $fe^{-i\kappa y}$ as `dressed f 0 (-κ) 0` at time zero and reuses the spatial rule.

Hence $k=v$, and $(\omega-v^2/2-e)f=0$. As $f$ is not identically zero, $\omega=e+v^2/2$. The hypothesis `hab` supplies two points where $|f|$ differs; it excludes the zero function and plane waves. For a plane wave $f$, every $k$ gives a solution with a suitable $\omega$.

```lean
/-- If the modulus of the orbital is not constant in space, a plane-wave factor
`exp(i(kx - ωt))` makes the carried orbital a solution exactly for `k = v`, `ω = e + v²/2`. -/
theorem phase_unique {V : ℝ → ℝ} {e : ℝ} {f : ℝ → ℂ} (h : IsOrbital V e f)
    {a b : ℝ} (hab : ‖f a‖ ≠ ‖f b‖) (v k ω : ℝ) :
    (∀ x t, residual V v (dressed f v k ω) x t = 0) ↔ k = v ∧ ω = e + v ^ 2 / 2 := by
  constructor
  · intro H
    have key : ∀ y, I * (k - v) * deriv f y + (ω - k ^ 2 / 2 - e) * f y = 0 := by
      intro y
      have h0 := H y 0
      rw [residual_dressed h] at h0
      simp only [dressed, mul_zero, sub_zero, Complex.ofReal_zero] at h0
      refine mul_right_cancel₀ (Complex.exp_ne_zero (I * (k * y))) ?_
      linear_combination h0
    have hkv : k = v := by
      by_contra hne
      obtain ⟨κ, hκ⟩ : ∃ κ : ℝ, κ * (k - v) = ω - k ^ 2 / 2 - e :=
        ⟨_, div_mul_cancel₀ _ (sub_ne_zero.2 hne)⟩
      have hκ' : (κ : ℂ) * (k - v) = ω - k ^ 2 / 2 - e := by exact_mod_cast hκ
      have hk : (k : ℂ) - v ≠ 0 := sub_ne_zero.2 (by exact_mod_cast hne)
      have hd : ∀ y, deriv f y = I * κ * f y := by
        intro y
        refine mul_left_cancel₀ hk ?_
        linear_combination (-I) * key y + (k - v) * deriv f y * Complex.I_sq - I * f y * hκ'
      -- removing the plane wave from f leaves a constant, so |f| is constant
      have hc := is_const_of_deriv_eq_zero
        (fun y => (dressed_space h.diff 0 (-κ) 0 y 0).differentiableAt)
        (fun y => by
          rw [(dressed_space h.diff 0 (-κ) 0 y 0).deriv]
          simp only [dressed, zero_mul, sub_zero, hd]
          push_cast
          ring) a b
      have hn : ∀ y, ‖dressed f 0 (-κ) 0 y 0‖ = ‖f y‖ := fun y => by
        simp [dressed, Complex.norm_exp]
      exact hab (by rw [← hn a, ← hn b, hc])
    refine ⟨hkv, ?_⟩
    by_contra hω
    have hc : ((ω - v ^ 2 / 2 - e : ℝ) : ℂ) ≠ 0 :=
      Complex.ofReal_ne_zero.2 fun h0 => hω (by linarith)
    have hz : ∀ y, f y = 0 := by
      intro y
      have h0 := key y
      rw [hkv] at h0
      refine (mul_eq_zero.1 ?_).resolve_left hc
      push_cast
      linear_combination h0
    exact hab (by rw [hz a, hz b])
  · rintro ⟨hk, hω⟩ x t
    rw [residual_dressed h, hk, hω]
    push_cast
    ring
```

## A Gaussian in a harmonic well

For a concrete orbital take $g(y)=e^{-y^2/2}$. The normalised ground state is $\pi^{-1/4}g$.

```lean
/-- The Gaussian `exp(-y²/2)`. -/
def gaussian (y : ℝ) : ℂ := (Real.exp (-y ^ 2 / 2) : ℝ)
```

Differentiation gives $g'=-yg$ and $g''=(y^2-1)g$, so

$$-\tfrac12g''+\tfrac12y^2g=\tfrac12g.$$

The energy is $1/2$. The moduli at $0$ and $1$ are $1$ and $e^{-1/2}$, or $\pi^{-1/4}$ and $\pi^{-1/4}e^{-1/2}$ after normalisation. They differ, so the uniqueness theorem applies to this orbital.

```lean
/-- The Gaussian is an orbital of energy `1/2` in the harmonic potential `y²/2`, and its modulus
differs between the points `0` and `1`. -/
theorem isOrbital_witness :
    IsOrbital (fun y => y ^ 2 / 2) (1 / 2) gaussian ∧ ‖gaussian 0‖ ≠ ‖gaussian 1‖ := by
  have g1 : ∀ y : ℝ, HasDerivAt (fun y : ℝ => Real.exp (-y ^ 2 / 2))
      (-y * Real.exp (-y ^ 2 / 2)) y := by
    intro y
    have h2 : HasDerivAt (fun y : ℝ => y ^ 2) (2 * y) y := by
      simpa using hasDerivAt_pow 2 y
    exact (h2.fun_neg.div_const 2).exp.congr_deriv (by ring)
  have g2 : ∀ y : ℝ, HasDerivAt (fun y : ℝ => -y * Real.exp (-y ^ 2 / 2))
      ((y ^ 2 - 1) * Real.exp (-y ^ 2 / 2)) y := fun y =>
    ((hasDerivAt_id' y).fun_neg.fun_mul (g1 y)).congr_deriv (by ring)
  have d1 : deriv gaussian = fun y : ℝ => ((-y * Real.exp (-y ^ 2 / 2) : ℝ) : ℂ) :=
    funext fun y => (g1 y).ofReal_comp.deriv
  refine ⟨⟨fun y => (g1 y).ofReal_comp.differentiableAt, ?_, ?_⟩, ?_⟩
  · rw [d1]
    exact fun y => (g2 y).ofReal_comp.differentiableAt
  · intro y
    have d2 : deriv (fun y : ℝ => ((-y * Real.exp (-y ^ 2 / 2) : ℝ) : ℂ)) y =
        (((y ^ 2 - 1) * Real.exp (-y ^ 2 / 2) : ℝ) : ℂ) := (g2 y).ofReal_comp.deriv
    rw [d1, d2]
    simp only [gaussian]
    push_cast
    ring
  · simp only [gaussian, Complex.norm_real, Real.norm_eq_abs, Real.abs_exp]
    intro h
    have h' := Real.exp_injective h
    norm_num at h'

end

end MovingOrbital
```

```lean
#print axioms MovingOrbital.carried_orbital_solves
#print axioms MovingOrbital.drag_vanishes_iff
#print axioms MovingOrbital.phase_unique
```

```
'MovingOrbital.carried_orbital_solves' depends on axioms: [propext, Classical.choice, Quot.sound]
'MovingOrbital.drag_vanishes_iff' depends on axioms: [propext, Classical.choice, Quot.sound]
'MovingOrbital.phase_unique' depends on axioms: [propext, Classical.choice, Quot.sound]
```
